# A symmetric traceless quadrupole coupling vanishes for spin 1/2, and for spin 3/2 only if its tensor is zero

In the hyperfine matrix of a single atomic \(p_{1/2}\) level the electric quadrupole term vanishes; for a \(p_{3/2}\) level it can contribute, provided the nucleus has a quadrupole moment. Within the \(2j+1\) states of one level, the electronic field gradient acts as a symmetric traceless combination of products of angular momentum matrices \(J_a\). Its coupling to a quadrupole tensor \(T\) therefore has the form \(\sum_{ab}T_{ab}J_aJ_b\), up to a constant factor, with \(T\) symmetric and traceless. For \(j=1/2\) this operator is zero for every symmetric traceless \(T\), and for \(j=3/2\) it is zero only if \(T=0\).

Here \(T\) is a table of fixed complex numbers. In the full hyperfine Hamiltonian its entries are operators on the nuclear spin. That case, the radial integrals that set the strength of the coupling, the mixing of levels with different \(j\), and other values of \(j\) are not treated.

## The operator and the angular momentum relations

```lean
import Mathlib

open Matrix Complex

namespace QuadrupoleHyperfine

noncomputable section

local notation "s3" => ((Real.sqrt 3 : ℝ) : ℂ)
```

The file loads Mathlib and introduces `s3` for \(\sqrt3\), regarded as a complex number. The symbol `I` is the imaginary unit \(i\), not a nuclear spin.

```lean
/-- The quadrupole operator `∑ T_ab J_a J_b` built from a tensor `T` and three matrices `J`. -/
def quadrupole {n : Type*} [Fintype n] (J : Fin 3 → Matrix n n ℂ)
    (T : Matrix (Fin 3) (Fin 3) ℂ) : Matrix n n ℂ :=
  ∑ a, ∑ b, T a b • (J a * J b)
```

This defines \(Q_J(T)=\sum_{a,b}T_{ab}J_aJ_b\). The type `Fin 3` holds the indices 0, 1, 2, which stand for \(x,y,z\). `Matrix n n ℂ` is a complex square matrix with rows and columns labelled by a finite set `n`, and `•` multiplies a matrix by a number. The definition accepts any tensor and any three matrices.

```lean
/-- The three matrices obey the angular momentum commutation relations (with `ħ = 1`), and
the total angular momentum squared is `j (j + 1)`. -/
def IsSpin {n : Type*} [Fintype n] [DecidableEq n] (j : ℂ) (J : Fin 3 → Matrix n n ℂ) : Prop :=
  J 0 * J 1 - J 1 * J 0 = I • J 2 ∧ J 1 * J 2 - J 2 * J 1 = I • J 0 ∧
  J 2 * J 0 - J 0 * J 2 = I • J 1 ∧
  J 0 * J 0 + J 1 * J 1 + J 2 * J 2 = (j * (j + 1)) • (1 : Matrix n n ℂ)
```

`IsSpin j J` is a statement about three matrices, with \(\hbar=1\):
\[
[J_0,J_1]=iJ_2,\quad [J_1,J_2]=iJ_0,\quad [J_2,J_0]=iJ_1,\quad \sum_a J_a^2=j(j+1)\,\mathbb 1 .
\]
It is used to confirm that the explicit matrices below are the spins they are named after.

## Explicit matrices for the two spins

```lean
/-- The spin-1/2 matrices, in the basis `m = 1/2, -1/2`. -/
def spinHalf : Fin 3 → Matrix (Fin 2) (Fin 2) ℂ :=
  ![!![0, 1/2; 1/2, 0], !![0, -I/2; I/2, 0], !![1/2, 0; 0, -1/2]]
```

These are half the Pauli matrices. The notation `!![...]` lists a matrix row by row, and `![...]` lists the three components.

```lean
/-- The spin-3/2 combination `2 p J_z + q J₊ + r J₋` of `J_z` and the ladder operators, in the
basis `m = 3/2, 1/2, -1/2, -3/2`. -/
def ladder (p q r : ℂ) : Matrix (Fin 4) (Fin 4) ℂ :=
  !![3 * p, q * s3, 0, 0; r * s3, p, 2 * q, 0; 0, 2 * r, -p, q * s3; 0, 0, r * s3, -(3 * p)]
```

For spin 3/2, `ladder p q r` is the matrix \(L(p,q,r)=2pJ_z+qJ_++rJ_-\). The raising operator \(J_+\) has the elements \(\sqrt3,2,\sqrt3\) just above the diagonal, and \(J_-\) is its transpose.

```lean
/-- The spin-3/2 matrices `J_x = (J₊ + J₋)/2`, `J_y = (J₊ - J₋)/(2i)` and `J_z`. -/
def spinThreeHalves : Fin 3 → Matrix (Fin 4) (Fin 4) ℂ :=
  ![ladder 0 (1/2) (1/2), ladder 0 (-I/2) (I/2), ladder (1/2) 0 0]
```

The Cartesian components are special cases of \(L\): \(J_0=(J_++J_-)/2\), \(J_1=(J_+-J_-)/(2i)\) and \(J_2=J_z\).

```lean
lemma spinThreeHalves_components :
    spinThreeHalves 0 = ladder 0 (1/2) (1/2) ∧ spinThreeHalves 1 = ladder 0 (-I/2) (I/2) ∧
    spinThreeHalves 2 = ladder (1/2) 0 0 := ⟨rfl, rfl, rfl⟩
```

This restates the three components one at a time. They hold by definition, which is what `rfl` says.

```lean
lemma s3_sq : s3 ^ 2 = 3 := by
  rw [← Complex.ofReal_pow, Real.sq_sqrt (by norm_num)]
  norm_num
```

This is \((\sqrt3)^2=3\), carried over from the real to the complex numbers.

```lean
set_option maxHeartbeats 400000 in
/-- The product of two combinations of `J_z`, `J₊` and `J₋` for spin 3/2. -/
lemma ladder_mul (p q r p' q' r' : ℂ) : ladder p q r * ladder p' q' r' =
    !![9*p*p' + 3*q*r', s3*(3*p*q' + q*p'), 2*s3*q*q', 0;
       s3*(3*r*p' + p*r'), 3*r*q' + p*p' + 4*q*r', 2*(p*q' - q*p'), 2*s3*q*q';
       2*s3*r*r', 2*(r*p' - p*r'), 4*r*q' + p*p' + 3*q*r', -(s3*(p*q' + 3*q*p'));
       0, 2*s3*r*r', -(s3*(r*p' + 3*p*r')), 3*r*q' + 9*p*p'] := by
  have h3 := s3_sq
  unfold ladder
  generalize s3 = s at h3 ⊢
  ext i k
  fin_cases i <;> fin_cases k <;>
    simp [Matrix.mul_apply, Fin.sum_univ_four,
      -mul_eq_mul_left_iff, -mul_eq_mul_right_iff] <;> grind
```

Here the product of two matrices \(L\) is worked out once for all coefficients. The top left entry, for example, is \((3p)(3p')+(q\sqrt3)(r'\sqrt3)=9pp'+3qr'\). In the proof, `generalize` replaces \(\sqrt3\) by a letter \(s\) with \(s^2=3\), `fin_cases` splits the claim into its 16 entries, `simp` expands each sum, and `grind` completes the algebra.

## Checking the spins

```lean
/-- The spin-1/2 matrices are angular momentum matrices with `j = 1/2`. -/
theorem spinHalf_isSpin : IsSpin (1/2) spinHalf := by
  have hI := Complex.I_sq
  refine ⟨?_, ?_, ?_, ?_⟩ <;> ext i k <;> fin_cases i <;> fin_cases k <;>
    simp [spinHalf] <;> grind
```

By hand, direct multiplication gives \(J_0J_1=\tfrac i2J_2=-J_1J_0\), so \([J_0,J_1]=iJ_2\); the other two pairs follow the same pattern cyclically. Each square is \(\tfrac14\mathbb 1\), and the three add up to \(\tfrac34=\tfrac12\cdot\tfrac32\). Lean compares the entries, using \(i^2=-1\).

```lean
set_option maxHeartbeats 400000 in
/-- The spin-3/2 matrices are angular momentum matrices with `j = 3/2`. -/
theorem spinThreeHalves_isSpin : IsSpin (3/2) spinThreeHalves := by
  have hI := Complex.I_sq
  simp only [IsSpin, spinThreeHalves_components, ladder_mul]
  simp only [ladder]
  generalize s3 = s
  refine ⟨?_, ?_, ?_, ?_⟩ <;> ext i k <;> fin_cases i <;> fin_cases k <;>
    simp [-mul_eq_mul_left_iff, -mul_eq_mul_right_iff] <;> grind
```

For spin 3/2 the matrices give \([J_z,J_\pm]=\pm J_\pm\) and \([J_+,J_-]=2J_z\). Hence
\[
[J_0,J_1]=\frac{1}{4i}[J_++J_-,\,J_+-J_-]=-\frac{1}{2i}[J_+,J_-]=iJ_2,
\]
\[
[J_1,J_2]=\frac{-J_+-J_-}{2i}=iJ_0,\qquad [J_2,J_0]=\frac{J_+-J_-}{2}=iJ_1 .
\]
For the total, \(J_0^2+J_1^2=\tfrac12(J_+J_-+J_-J_+)=\mathrm{diag}(\tfrac32,\tfrac72,\tfrac72,\tfrac32)\). Adding \(J_2^2=\mathrm{diag}(\tfrac94,\tfrac14,\tfrac14,\tfrac94)\) gives \(\tfrac{15}4\mathbb 1\). Lean inserts the product formula and compares entries.

## Spin 1/2 keeps only the trace

```lean
/-- For spin 1/2 and a symmetric tensor, the quadrupole operator is the number `tr T / 4`
times the identity. -/
theorem quadrupole_spinHalf (T : Matrix (Fin 3) (Fin 3) ℂ) (hs : T.IsSymm) :
    quadrupole spinHalf T = (T.trace / 4) • (1 : Matrix (Fin 2) (Fin 2) ℂ) := by
  have hI := Complex.I_sq
  have h10 : T 1 0 = T 0 1 := hs.apply 0 1
  have h20 : T 2 0 = T 0 2 := hs.apply 0 2
  have h21 : T 2 1 = T 1 2 := hs.apply 1 2
  ext i k
  fin_cases i <;> fin_cases k <;>
    simp [quadrupole, spinHalf, Fin.sum_univ_three,
      Matrix.trace_fin_three, h10, h20, h21] <;> grind
```

The hypothesis `hs : T.IsSymm` says \(T_{ab}=T_{ba}\). It allows each product to be replaced by half an anticommutator, and for spin 1/2 \(\{J_a,J_b\}=\tfrac12\delta_{ab}\mathbb 1\). Therefore
\[
Q(T)=\tfrac12\sum_{a,b}T_{ab}\{J_a,J_b\}=\tfrac14(\operatorname{tr}T)\,\mathbb 1 .
\]
The Lean proof uses symmetry to eliminate \(T_{10},T_{20},T_{21}\) and then checks the four entries.

It is wrong to assume that a vanishing trace is enough by itself. The tensor with \(T_{01}=1\), \(T_{10}=-1\) and all other entries zero is traceless, yet it gives \([J_0,J_1]=iJ_2\neq0\). That is a coupling linear in the spin, not a quadrupole coupling.

## The full matrix for spin 3/2

```lean
set_option maxHeartbeats 400000 in
/-- The matrix of the spin-3/2 quadrupole operator for a symmetric traceless tensor. -/
theorem quadrupole_spinThreeHalves (T : Matrix (Fin 3) (Fin 3) ℂ) (hs : T.IsSymm)
    (ht : T.trace = 0) :
    quadrupole spinThreeHalves T =
      !![3/2 * T 2 2, s3 * (T 0 2 - I * T 1 2), s3/2 * (T 0 0 - T 1 1 - 2 * I * T 0 1), 0;
         s3 * (T 0 2 + I * T 1 2), -(3/2 * T 2 2), 0, s3/2 * (T 0 0 - T 1 1 - 2 * I * T 0 1);
         s3/2 * (T 0 0 - T 1 1 + 2 * I * T 0 1), 0, -(3/2 * T 2 2), -(s3 * (T 0 2 - I * T 1 2));
         0, s3/2 * (T 0 0 - T 1 1 + 2 * I * T 0 1), -(s3 * (T 0 2 + I * T 1 2)),
           3/2 * T 2 2] := by
  have hI := Complex.I_sq
  have h10 : T 1 0 = T 0 1 := hs.apply 0 1
  have h20 : T 2 0 = T 0 2 := hs.apply 0 2
  have h21 : T 2 1 = T 1 2 := hs.apply 1 2
  rw [Matrix.trace_fin_three] at ht
  simp only [quadrupole, Fin.sum_univ_three, spinThreeHalves_components, ladder_mul]
  generalize s3 = s
  ext i k
  fin_cases i <;> fin_cases k <;>
    simp [h10, h20, h21, -mul_eq_mul_left_iff, -mul_eq_mul_right_iff] <;> grind
```

The further hypothesis `ht` says \(\operatorname{tr}T=0\). Three identities carry the calculation by hand:
\[
J_0^2-J_1^2=\tfrac12(J_+^2+J_-^2),\quad \{J_0,J_1\}=\tfrac1{2i}(J_+^2-J_-^2),\quad J_0^2+J_1^2=\tfrac{15}4-J_2^2 .
\]
With \(T_{00}+T_{11}=-T_{22}\), the terms collect into
\[
\begin{aligned}
Q(T)={}&\tfrac12T_{22}\left(3J_2^2-\tfrac{15}4\right)\\
&+\tfrac12(T_{02}-iT_{12})\{J_+,J_2\}+\tfrac12(T_{02}+iT_{12})\{J_-,J_2\}\\
&+\tfrac14(T_{00}-T_{11}-2iT_{01})J_+^2+\tfrac14(T_{00}-T_{11}+2iT_{01})J_-^2 .
\end{aligned}
\]
The first bracket is \(3\) for \(m=\pm\tfrac32\) and \(-3\) for \(m=\pm\tfrac12\). The elements of \(\{J_+,J_2\}\) above the diagonal are \(2\sqrt3,0,-2\sqrt3\), and both non-zero elements of \(J_+^2\) are \(2\sqrt3\). The operators with \(J_-\) are the transposes. Inserting these numbers gives the displayed matrix. Lean reaches it by summing nine products from `ladder_mul` and comparing 16 entries.

## Recovering the tensor from the operator

```lean
/-- For a symmetric traceless tensor the quadrupole operator vanishes for spin 1/2, whereas
for spin 3/2 it vanishes only if the tensor is zero. -/
theorem quadrupole_coupling (T : Matrix (Fin 3) (Fin 3) ℂ) (hs : T.IsSymm) (ht : T.trace = 0) :
    quadrupole spinHalf T = 0 ∧ (quadrupole spinThreeHalves T = 0 ↔ T = 0) := by
  refine ⟨by rw [quadrupole_spinHalf T hs, ht]; simp, fun h => ?_, fun h => ?_⟩
  · rw [quadrupole_spinThreeHalves T hs ht] at h
    rw [Matrix.trace_fin_three] at ht
    have hI := Complex.I_sq
    have hne : s3 ≠ 0 := fun h0 => by simpa [h0] using s3_sq
    have hne2 : s3 / 2 ≠ 0 := div_ne_zero hne two_ne_zero
    -- read off five matrix elements
    have e : 3/2 * T 2 2 = 0 := congrFun (congrFun h 0) 0
    have p' : s3 * (T 0 2 - I * T 1 2) = 0 := congrFun (congrFun h 0) 1
    have q' : s3 * (T 0 2 + I * T 1 2) = 0 := congrFun (congrFun h 1) 0
    have r' : s3/2 * (T 0 0 - T 1 1 - 2 * I * T 0 1) = 0 := congrFun (congrFun h 0) 2
    have t' : s3/2 * (T 0 0 - T 1 1 + 2 * I * T 0 1) = 0 := congrFun (congrFun h 2) 0
    have p := (mul_eq_zero.mp p').resolve_left hne
    have q := (mul_eq_zero.mp q').resolve_left hne
    have r := (mul_eq_zero.mp r').resolve_left hne2
    have t := (mul_eq_zero.mp t').resolve_left hne2
    -- solve for the components of the tensor
    have h22 : T 2 2 = 0 := by linear_combination (2/3) * e
    have h02 : T 0 2 = 0 := by linear_combination (p + q) / 2
    have h12 : T 1 2 = 0 := by linear_combination (-I/2) * (q - p) + T 1 2 * hI
    have h01 : T 0 1 = 0 := by linear_combination (-I/4) * (t - r) + T 0 1 * hI
    have h00 : T 0 0 = 0 := by linear_combination (ht - h22) / 2 + (r + t) / 4
    have h11 : T 1 1 = 0 := by linear_combination ht - h22 - h00
    have h10 : T 1 0 = 0 := (hs.apply 0 1).trans h01
    have h20 : T 2 0 = 0 := (hs.apply 0 2).trans h02
    have h21 : T 2 1 = 0 := (hs.apply 1 2).trans h12
    ext i k
    fin_cases i <;> fin_cases k <;> simp [h00, h01, h02, h10, h11, h12, h20, h21, h22]
  · simp [h, quadrupole]
```

The conclusion has two parts joined by `∧`, "and": \(Q(T)=0\) for spin 1/2, and for spin 3/2 \(Q(T)=0\) if and only if (`↔`) \(T=0\). The first part is the trace formula with \(\operatorname{tr}T=0\).

For the second, suppose that the spin-3/2 matrix vanishes. With rows and columns counted from 0, entry \((0,0)\) gives \(T_{22}=0\). After division by non-zero factors, the other four entries used give
\[
T_{02}\mp iT_{12}=0,\qquad T_{00}-T_{11}\mp2iT_{01}=0 .
\]
Adding and subtracting within each pair yields \(T_{02}=T_{12}=T_{01}=0\) and \(T_{00}=T_{11}\). The trace condition now reads \(T_{00}+T_{11}=0\), so both are zero, and symmetry supplies the remaining three components. Both signs are needed because \(T\) may be complex, in which case opposite matrix elements need not be conjugates.

In the code, `congrFun` reads off an entry, `resolve_left` removes the non-zero factor, and `linear_combination` states how the equations are to be added. The converse, that \(T=0\) gives \(Q(T)=0\), is a substitution.

The same argument extends to a symmetric tensor with a trace. For spin 3/2, \(\operatorname{tr}(J_aJ_b)=5\delta_{ab}\), so \(\operatorname{tr}Q(T)=5\operatorname{tr}T\). If \(Q(T)=0\), the trace of \(T\) vanishes too, and the traceless case then gives \(T=0\).

## An axial tensor

```lean
/-- For the axial tensor `diag(-1, -1, 2)` the spin-3/2 quadrupole operator is diagonal, with
entry `3` for `m = ±3/2` and `-3` for `m = ±1/2`. -/
theorem quadrupole_axial :
    quadrupole spinThreeHalves !![-1, 0, 0; 0, -1, 0; 0, 0, 2] =
      !![3, 0, 0, 0; 0, -3, 0, 0; 0, 0, -3, 0; 0, 0, 0, 3] := by
  rw [quadrupole_spinThreeHalves _
    (by ext i k; fin_cases i <;> fin_cases k <;> rfl)
    (by rw [Matrix.trace_fin_three]; change (-1 : ℂ) + -1 + 2 = 0; norm_num)]
  ext i k
  fin_cases i <;> fin_cases k <;> simp

end

end QuadrupoleHyperfine
```

For \(T=\mathrm{diag}(-1,-1,2)\) only the first term of the formula for \(Q(T)\) survives, leaving \(3J_2^2-\tfrac{15}4=\mathrm{diag}(3,-3,-3,3)\). The coupling separates \(m=\pm\tfrac32\) from \(m=\pm\tfrac12\) and leaves each pair degenerate. The proof checks that this tensor is symmetric and traceless, then substitutes it into the general matrix.

```lean
#print axioms QuadrupoleHyperfine.spinHalf_isSpin
#print axioms QuadrupoleHyperfine.spinThreeHalves_isSpin
#print axioms QuadrupoleHyperfine.quadrupole_coupling
#print axioms QuadrupoleHyperfine.quadrupole_axial
```

```
'QuadrupoleHyperfine.spinHalf_isSpin' depends on axioms: [propext, Classical.choice, Quot.sound]
'QuadrupoleHyperfine.spinThreeHalves_isSpin' depends on axioms: [propext, Classical.choice, Quot.sound]
'QuadrupoleHyperfine.quadrupole_coupling' depends on axioms: [propext, Classical.choice, Quot.sound]
'QuadrupoleHyperfine.quadrupole_axial' depends on axioms: [propext, Classical.choice, Quot.sound]
```
